# For a < 0 < b, the Padé adiabatic-connection integrand W0 + a s/(1 + b s) falls strictly and is strictly convex on s ≥ 0, with a closed-form integral over [0,1]

I take the adiabatic-connection integrand to be a given real function of the coupling strength s, with three real parameters, and do not compute it from a many-electron wavefunction:

W(s) = W0 + a s/(1 + b s).

Here s scales the electron-electron repulsion at fixed density, from s = 0 (non-interacting electrons) to s = 1 (the physical system). W0 is the value at zero coupling (the exchange energy), a the initial slope, and b sets how quickly the curve flattens. For a < 0 < b, I believe that W is strictly decreasing and convex on s ≥ 0, that it tends to W0 + a/b at infinite coupling, and that its integral over [0,1], the model's exchange-correlation energy, is

W0 + a/b − a log(1 + b)/b².

Can someone show me each step, together with a proof that a machine has checked?

## Slope, limit and logarithm from one fraction

Yes, and the convexity is strict. The two signs carry the physics. The condition a < 0 says that electrons avoid each other more once the repulsion is switched on, which lowers the integrand. The condition b > 0 says that this lowering saturates. It also keeps 1 + b s positive for every s ≥ 0, so the curve has no pole there.

By the quotient rule,

W′(s) = [a(1 + b s) − a s b]/(1 + b s)² = a/(1 + b s)².

At s = 0 this is a, as the name "initial slope" requires. For the decrease, take 0 ≤ x < y and put the two values over a common denominator:

W(y) − W(x) = a[y(1 + b x) − x(1 + b y)]/[(1 + b x)(1 + b y)]

= a(y − x)/[(1 + b x)(1 + b y)] < 0.

For the convexity, compare the slopes at the same two points:

W′(y) − W′(x) = a[(1 + b x)² − (1 + b y)²]/[(1 + b x)²(1 + b y)²]

= (−a) b (y − x)(2 + b x + b y)/[(1 + b x)²(1 + b y)²] > 0.

The slope increases strictly, so W is strictly convex.

Next, write b s = (1 + b s) − 1 in the numerator. This separates a constant from a decaying term:

W(s) = W0 + a/b − (a/b)/(1 + b s).

As s → ∞ the last term vanishes, which leaves W0 + a/b. The same form can be integrated term by term. For any l ≥ 0,

∫₀ˡ W(s) ds = (W0 + a/b) l − (a/b²) log(1 + b l),

and l = 1 gives your formula.

## Bounds on the energy, and fixing b from the strong-coupling limit

The curve lies above its tangent at s = 0. For s > 0,

W(s) − (W0 + a s) = (−a) b s²/(1 + b s) > 0.

It lies below its chord between s = 0 and s = 1. Since W(1) = W0 + a/(1 + b), for 0 < s < 1

W0 + a s/(1 + b) − W(s) = (−a) b s(1 − s)/[(1 + b)(1 + b s)] > 0.

Integrating both inequalities over [0,1] gives

W0 + a/2 < ∫₀¹ W(s) ds < (W(0) + W(1))/2.

The lower bound is what second-order perturbation theory in the coupling gives when the density is held fixed. The correlation energy is the integral minus W0. Within this model, then, stopping at second order makes it too negative.

Finally, suppose that W0, a < 0 and a strong-coupling value Winf < W0 are given. The equation W0 + a/b = Winf has the single solution

b = a/(Winf − W0),

which is positive because numerator and denominator are both negative. In density functional theory, this three-parameter model therefore turns an exchange energy, an initial slope and a strong-coupling value into a closed-form exchange-correlation energy, with all three inputs supplied from elsewhere.

## What the Lean theorems say

`padeW W0 a b s` is W(s), and `energy W0 a b l` is its integral from 0 to l. All parameters are real numbers. W0 and a are measured in a common energy unit of your choice, while s and b are dimensionless. The set `Ici 0` is the half-line s ≥ 0.

The theorem `pade_adiabatic_connection` assumes `a < 0` and `0 < b`, and puts no condition on `W0`. Its four parts are your four claims:

- `StrictAntiOn` says that a larger coupling in the half-line always gives a smaller value.
- `StrictConvexOn ℝ` says that the graph lies strictly below every chord, between the chord's endpoints.
- `Tendsto … atTop (𝓝 (W0 + a / b))` is the limit of infinite coupling.
- The last part is the integral over [0,1], with `Real.log` as the natural logarithm.

`energy_bounds` states the two strict inequalities for the energy at l = 1. `existsUnique_fit` says that exactly one positive b gives the limit `Winf`, with `W0` and `a` held fixed. The general formula `energy_eq` needs only b > 0 and l ≥ 0, so it holds for either sign of a.

No density, Hamiltonian or wavefunction appears. The signs of a and b are hypotheses, and nothing here says how closely the integrand of a real atom or molecule follows this shape.

```lean
import Mathlib

open Set Filter Topology

namespace PadeAdiabaticConnection

noncomputable section

/-- The Padé model of the adiabatic-connection integrand at coupling strength `s`,
`W(s) = W0 + a s / (1 + b s)`, on the domain `1 + b s ≠ 0`. -/
def padeW (W0 a b s : ℝ) : ℝ := W0 + a * s / (1 + b * s)

/-- The energy accumulated along the adiabatic connection from zero coupling to coupling `l`:
the integral of the Padé integrand from `0` to `l`. -/
def energy (W0 a b l : ℝ) : ℝ := ∫ s in (0 : ℝ)..l, padeW W0 a b s

/-- Where `1 + b s ≠ 0`, the Padé integrand has slope `a / (1 + b s)²`. -/
theorem padeW_hasDerivAt (W0 a b : ℝ) {s : ℝ} (hs : 1 + b * s ≠ 0) :
    HasDerivAt (padeW W0 a b) (a / (1 + b * s) ^ 2) s := by
  have h1 : HasDerivAt (fun t : ℝ => 1 + b * t) b s := by
    simpa using ((hasDerivAt_id' s).const_mul b).const_add 1
  have h2 := (((hasDerivAt_id' s).const_mul a).fun_div h1 hs).const_add W0
  exact h2.congr_deriv (by ring)

/-- For `b > 0` the Padé integrand is continuous at all couplings `s ≥ 0`. -/
theorem padeW_continuousOn (W0 a : ℝ) {b : ℝ} (hb : 0 < b) :
    ContinuousOn (padeW W0 a b) (Ici 0) := by
  intro s hs
  have hs' : 0 ≤ s := hs
  have hd : 1 + b * s ≠ 0 := by positivity
  exact (padeW_hasDerivAt W0 a b hd).continuousAt.continuousWithinAt

/-- For `a < 0 < b` the Padé integrand falls strictly with the coupling on `s ≥ 0`. -/
theorem padeW_strictAntiOn (W0 : ℝ) {a b : ℝ} (ha : a < 0) (hb : 0 < b) :
    StrictAntiOn (padeW W0 a b) (Ici 0) := by
  intro x hx y hy hxy
  have hx' : 0 ≤ x := hx
  have hy' : 0 ≤ y := hy
  have dx : 0 < 1 + b * x := by positivity
  have dy : 0 < 1 + b * y := by positivity
  -- the difference of two values as a single fraction
  have key : padeW W0 a b y - padeW W0 a b x
      = a * (y - x) / ((1 + b * x) * (1 + b * y)) := by
    unfold padeW
    field_simp
    ring
  have hneg : a * (y - x) / ((1 + b * x) * (1 + b * y)) < 0 :=
    div_neg_of_neg_of_pos (mul_neg_of_neg_of_pos ha (sub_pos.mpr hxy)) (mul_pos dx dy)
  linarith

/-- For `a < 0 < b` the Padé integrand is strictly convex in the coupling on `s ≥ 0`. -/
theorem padeW_strictConvexOn (W0 : ℝ) {a b : ℝ} (ha : a < 0) (hb : 0 < b) :
    StrictConvexOn ℝ (Ici 0) (padeW W0 a b) := by
  refine StrictMonoOn.strictConvexOn_of_deriv (convex_Ici 0) (padeW_continuousOn W0 a hb) ?_
  intro x hx y hy hxy
  rw [interior_Ici] at hx hy
  have hx' : 0 < x := hx
  have hy' : 0 < y := hy
  have dx : 0 < 1 + b * x := by positivity
  have dy : 0 < 1 + b * y := by positivity
  rw [(padeW_hasDerivAt W0 a b dx.ne').deriv, (padeW_hasDerivAt W0 a b dy.ne').deriv]
  -- the difference of two slopes as a single fraction
  have key : a / (1 + b * y) ^ 2 - a / (1 + b * x) ^ 2
      = (-a) * (b * (y - x)) * (2 + b * x + b * y)
        / ((1 + b * x) ^ 2 * (1 + b * y) ^ 2) := by
    field_simp
    ring
  have hpos : 0 < (-a) * (b * (y - x)) * (2 + b * x + b * y)
        / ((1 + b * x) ^ 2 * (1 + b * y) ^ 2) :=
    div_pos (mul_pos (mul_pos (neg_pos.mpr ha) (mul_pos hb (sub_pos.mpr hxy)))
      (by positivity)) (by positivity)
  linarith

/-- For `b ≠ 0` and `1 + b s ≠ 0`, the Padé integrand is the constant `W0 + a/b` minus
the term `(a/b) / (1 + b s)`. -/
theorem padeW_split (W0 a : ℝ) {b s : ℝ} (hb : b ≠ 0) (hs : 1 + b * s ≠ 0) :
    padeW W0 a b s = W0 + a / b - a / b * (1 + b * s)⁻¹ := by
  have h1 : (1 + b * s) * (1 + b * s)⁻¹ = 1 := mul_inv_cancel₀ hs
  have h2 : b * b⁻¹ = 1 := mul_inv_cancel₀ hb
  unfold padeW
  rw [div_eq_mul_inv, div_eq_mul_inv]
  linear_combination (a * b⁻¹) * h1 - (a * s * (1 + b * s)⁻¹) * h2

/-- For `b > 0` the Padé integrand tends to `W0 + a/b` in the limit of infinite coupling. -/
theorem padeW_tendsto (W0 a : ℝ) {b : ℝ} (hb : 0 < b) :
    Tendsto (padeW W0 a b) atTop (𝓝 (W0 + a / b)) := by
  have h1 : Tendsto (fun s : ℝ => 1 + b * s) atTop atTop :=
    tendsto_atTop_add_const_left _ 1 (tendsto_id.const_mul_atTop hb)
  have h2 : Tendsto (fun s : ℝ => W0 + a / b - a / b * (1 + b * s)⁻¹) atTop
      (𝓝 (W0 + a / b - a / b * 0)) :=
    ((tendsto_inv_atTop_zero.comp h1).const_mul (a / b)).const_sub (W0 + a / b)
  rw [mul_zero, sub_zero] at h2
  refine h2.congr' ?_
  filter_upwards [eventually_ge_atTop (0 : ℝ)] with s hs
  exact (padeW_split W0 a hb.ne' (by positivity)).symm

/-- For `b > 0` the energy accumulated up to coupling `l ≥ 0` is
`(W0 + a/b) l - (a/b²) log (1 + b l)`. -/
theorem energy_eq (W0 a : ℝ) {b l : ℝ} (hb : 0 < b) (hl : 0 ≤ l) :
    energy W0 a b l = (W0 + a / b) * l - a / b ^ 2 * Real.log (1 + b * l) := by
  have hsub : uIcc 0 l ⊆ Ici (0 : ℝ) := by
    rw [uIcc_of_le hl]
    exact fun s hs => hs.1
  -- the logarithmic antiderivative
  have hF : ∀ s ∈ uIcc 0 l, HasDerivAt
      (fun t : ℝ => (W0 + a / b) * t - a / b ^ 2 * Real.log (1 + b * t))
      (padeW W0 a b s) s := by
    intro s hs
    have hs' : 0 ≤ s := hsub hs
    have hd : 1 + b * s ≠ 0 := by positivity
    have h1 : HasDerivAt (fun t : ℝ => 1 + b * t) b s := by
      simpa using ((hasDerivAt_id' s).const_mul b).const_add 1
    have h2 := ((hasDerivAt_id' s).const_mul (W0 + a / b)).fun_sub
      ((h1.log hd).const_mul (a / b ^ 2))
    refine h2.congr_deriv ?_
    have h3 : a / b ^ 2 * (b / (1 + b * s)) = a / b * (1 + b * s)⁻¹ := by
      field_simp
    rw [padeW_split W0 a hb.ne' hd, h3, mul_one]
  unfold energy
  rw [intervalIntegral.integral_eq_sub_of_hasDerivAt hF
    ((padeW_continuousOn W0 a hb).mono hsub).intervalIntegrable]
  simp

/-- For `a < 0 < b` the Padé integrand is strictly decreasing and strictly convex on `s ≥ 0`,
tends to `W0 + a/b` at infinite coupling, and integrates over `[0,1]` to
`W0 + a/b - a log (1 + b) / b²`. -/
theorem pade_adiabatic_connection (W0 : ℝ) {a b : ℝ} (ha : a < 0) (hb : 0 < b) :
    StrictAntiOn (padeW W0 a b) (Ici 0) ∧
    StrictConvexOn ℝ (Ici 0) (padeW W0 a b) ∧
    Tendsto (padeW W0 a b) atTop (𝓝 (W0 + a / b)) ∧
    ∫ s in (0 : ℝ)..1, padeW W0 a b s = W0 + a / b - a * Real.log (1 + b) / b ^ 2 := by
  refine ⟨padeW_strictAntiOn W0 ha hb, padeW_strictConvexOn W0 ha hb,
    padeW_tendsto W0 a hb, ?_⟩
  have h := energy_eq W0 a hb zero_le_one
  unfold energy at h
  rw [h, mul_one, mul_one]
  ring

/-- For `a < 0 < b` the energy at full coupling lies strictly above the second-order value
`W0 + a/2` and strictly below the mean of the integrand at couplings `0` and `1`. -/
theorem energy_bounds (W0 : ℝ) {a b : ℝ} (ha : a < 0) (hb : 0 < b) :
    W0 + a / 2 < energy W0 a b 1 ∧
    energy W0 a b 1 < (padeW W0 a b 0 + padeW W0 a b 1) / 2 := by
  have hlin : ∀ c : ℝ, ∫ s in (0 : ℝ)..1, (W0 + c * s) = W0 + c / 2 := by
    intro c
    rw [intervalIntegral.integral_add (continuous_const.intervalIntegrable _ _)
      (Continuous.intervalIntegrable (by fun_prop) _ _),
      intervalIntegral.integral_const, intervalIntegral.integral_const_mul, integral_id,
      smul_eq_mul]
    ring
  have hc : ContinuousOn (padeW W0 a b) (Icc 0 1) :=
    (padeW_continuousOn W0 a hb).mono fun s hs => hs.1
  -- the integrand lies above its tangent at zero coupling
  have low : ∀ s : ℝ, 0 < s → W0 + a * s < padeW W0 a b s := by
    intro s hs
    have hd : 0 < 1 + b * s := by positivity
    have e : padeW W0 a b s - (W0 + a * s) = (-a) * (b * s ^ 2) / (1 + b * s) := by
      unfold padeW
      field_simp
      ring
    have p : 0 < (-a) * (b * s ^ 2) / (1 + b * s) :=
      div_pos (mul_pos (neg_pos.mpr ha) (by positivity)) hd
    linarith
  -- the line through the values at couplings zero and one, minus the integrand
  have up : ∀ s : ℝ, 0 < s → W0 + a / (1 + b) * s - padeW W0 a b s
      = (-a) * (b * s) * (1 - s) / ((1 + b) * (1 + b * s)) := by
    intro s hs
    have hd : 0 < 1 + b * s := by positivity
    have hd1 : 0 < 1 + b := by positivity
    unfold padeW
    field_simp
    ring
  constructor
  · rw [← hlin a]
    exact intervalIntegral.integral_lt_integral_of_continuousOn_of_le_of_exists_lt
      zero_lt_one (by fun_prop) hc (fun s hs => (low s hs.1).le)
      ⟨1, by simp, low 1 one_pos⟩
  · have e : (padeW W0 a b 0 + padeW W0 a b 1) / 2 = W0 + a / (1 + b) / 2 := by
      simp only [padeW, mul_zero, mul_one, zero_div, add_zero]
      ring
    rw [e, ← hlin (a / (1 + b))]
    refine intervalIntegral.integral_lt_integral_of_continuousOn_of_le_of_exists_lt
      zero_lt_one hc (by fun_prop) (fun s hs => ?_) ⟨1 / 2, by norm_num, ?_⟩
    · have hs0 : 0 < s := hs.1
      have p : 0 ≤ (-a) * (b * s) * (1 - s) / ((1 + b) * (1 + b * s)) :=
        div_nonneg (mul_nonneg (mul_nonneg (neg_pos.mpr ha).le (by positivity))
          (sub_nonneg.mpr hs.2)) (by positivity)
      linarith [up s hs0]
    · have p : 0 < (-a) * (b * (1 / 2)) * (1 - 1 / 2) / ((1 + b) * (1 + b * (1 / 2))) :=
        div_pos (mul_pos (mul_pos (neg_pos.mpr ha) (by positivity)) (by norm_num))
          (by positivity)
      linarith [up (1 / 2) (by norm_num)]

/-- Given an initial slope `a < 0` and a target value `Winf < W0`, exactly one `b > 0` makes
the Padé integrand tend to `Winf` at infinite coupling. -/
theorem existsUnique_fit {W0 a Winf : ℝ} (ha : a < 0) (hW : Winf < W0) :
    ∃! b : ℝ, 0 < b ∧ Tendsto (padeW W0 a b) atTop (𝓝 Winf) := by
  have hd : Winf - W0 < 0 := sub_neg.mpr hW
  have hd0 : Winf - W0 ≠ 0 := hd.ne
  have ha0 : a ≠ 0 := ha.ne
  have hb : 0 < a / (Winf - W0) := div_pos_of_neg_of_neg ha hd
  refine ⟨a / (Winf - W0), ⟨hb, ?_⟩, ?_⟩
  · have h := padeW_tendsto W0 a hb
    have e : a / (a / (Winf - W0)) = Winf - W0 := by field_simp
    rwa [e, add_sub_cancel] at h
  · rintro c ⟨hc, hlim⟩
    -- limits are unique, which fixes `a / c`
    have h := tendsto_nhds_unique hlim (padeW_tendsto W0 a hc)
    have e : Winf - W0 = a / c := by linarith
    rw [eq_div_iff hd0, e]
    field_simp

end

end PadeAdiabaticConnection
```

```lean
#print axioms PadeAdiabaticConnection.pade_adiabatic_connection
#print axioms PadeAdiabaticConnection.energy_bounds
#print axioms PadeAdiabaticConnection.existsUnique_fit
```

```
'PadeAdiabaticConnection.pade_adiabatic_connection' depends on axioms: [propext, Classical.choice, Quot.sound]
'PadeAdiabaticConnection.energy_bounds' depends on axioms: [propext, Classical.choice, Quot.sound]
'PadeAdiabaticConnection.existsUnique_fit' depends on axioms: [propext, Classical.choice, Quot.sound]
```

## From the difference formulas to the Lean proof

`padeW_hasDerivAt` is the quotient rule, with `ring` simplifying the numerator. A differentiable function is continuous, which gives `padeW_continuousOn`.

In `padeW_strictAntiOn`, the step named `key` is the difference formula for W(y) − W(x). `field_simp` clears the denominators and `ring` checks the polynomial identity that remains. The sign of the right-hand side is then read off factor by factor, and `linarith` turns it into W(y) < W(x).

`padeW_strictConvexOn` uses Mathlib's criterion that a function continuous on a convex set of reals is strictly convex there if its derivative increases strictly in the interior. That is why the points x and y in this proof satisfy 0 < x and 0 < y, while the conclusion includes s = 0. Here `key` is the formula for the difference of slopes.

`padeW_split` is the separation into a constant and a decaying term. In `padeW_tendsto`, the limit is first computed for the separated form, where 1 + b s grows without bound and its inverse goes to zero. The result is then carried over to `padeW`, because the two expressions agree for all s ≥ 0 and a limit at infinity depends only on large s.

`energy_eq` differentiates the proposed antiderivative and uses `padeW_split` to recognise the result as the integrand; this is the statement `hF`. The fundamental theorem of calculus then gives the difference of endpoint values, with continuity supplying integrability. The lower endpoint contributes nothing, since log 1 = 0. The main theorem collects the earlier results and sets l = 1.

In `energy_bounds`, `hlin` integrates a straight line over [0,1], `low` is the tangent inequality, and `up` is the formula for the gap between chord and curve. To compare two integrals strictly, Mathlib asks for continuous functions, an inequality throughout the interval and a strict inequality at one point at least. For the tangent the proof picks s = 1. The chord meets the curve at both ends, so there it picks s = 1/2.

`existsUnique_fit` offers `a / (Winf - W0)` as the value of b and checks its limit with `padeW_tendsto`. For uniqueness, let c be another positive value with the same limit. A function has only one limit at infinity, so Winf = W0 + a/c, and solving for c returns the same expression.
